# The virial relation V = −2T at stationary bond lengths in a differentiable diatomic model with optimised exponent

Take a hydrogen atom with one 1s function of exponent z > 0. In atomic units T = z²/2 and V = −z, so

z dE/dz = z² − z = 2T + V,

and the best exponent, z = 1, gives V = −2T. For a diatomic at bond length R, I scale the whole basis by one exponent z, keep the linear coefficients fixed up to normalisation, and write T = z² t(zR) and V = z v(zR). I believe that optimising z then gives 2T + V + R dE/dR = 0, and that V = −2T holds at a stationary bond length. But z is re-optimised as R changes, so is that dE/dR a partial or a total derivative? I would like to see this stated precisely and checked in Lean.

## At the optimal exponent the two derivatives agree

Put s = zR and E = z² t(s) + z v(s). Since ∂s/∂z = R and ∂s/∂R = z,

∂E/∂z = 2z t(s) + z²R t′(s) + v(s) + zR v′(s)

∂E/∂R = z³ t′(s) + z² v′(s).

Multiply the first line by z and collect the terms that contain t′ and v′:

z ∂E/∂z = 2T + V + R ∂E/∂R.

For z > 0 the left side vanishes exactly when ∂E/∂z does, which gives your condition with the partial derivative.

Now let the exponent follow a differentiable function ζ(R), and set W(R) = E(ζ(R), R). The chain rule gives

dW/dR = ζ′(R) ∂E/∂z + ∂E/∂R.

If E is stationary in the exponent at this R, the first term is zero. The total and partial derivatives are then equal, and

2T + V + R dW/dR = 0.

For R > 0, dW/dR = 0 is therefore equivalent to V = −2T, and then E = T + V = −T.

### Numbers at R = 2 and R = 1

Choose t = 1/2 and v(s) = 1/s + s − 3. This is a toy potential, though its 1/s term does give the repulsion 1/R of two unit charges. The energy is

E = (1/2 + R)z² − 3z + 1/R,

with its minimum in z at ζ(R) = 3/(1 + 2R).

At R = 2, ζ = 0.6, T = 0.18 and V = 0.5 + 0.72 − 1.8 = −0.58, so 2T + V = −0.22. The slope is ∂E/∂R = z² − 1/R² = 0.36 − 0.25 = 0.11, and R times it is 0.22. The sum is zero, although V ≠ −2T.

At R = 1, ζ = 1, T = 1/2 and V = −1. Completing squares shows that this is the minimum:

E = (1/2 + R)(z − ζ(R))² + (R − 1)²/(R(1 + 2R)) − 1/2.

### What the Lean statements say

`kinetic`, `potential` and `energy` are T, V and E, with `t` and `v` real functions of one real variable. They need to be differentiable only at the value of zR concerned, so a nuclear repulsion 1/s is allowed in `v`.

The expression `deriv (fun x => energy t v x R) z` is ∂E/∂z, and `deriv (fun y => energy t v z y) R` is ∂E/∂R. The total derivative is `deriv (fun r => energy t v (ζ r) r) R`. Lean's `deriv` returns 0 where a function has no derivative; the differentiability hypotheses ensure that `hopt`, the condition ∂E/∂z = 0 at ζ(R), means real stationarity.

Your first claim is `exponent_stationary_iff`, which uses z > 0. The second is `virial_theorem` together with `bond_stationary_iff`, which uses R > 0. Stationarity in the exponent is required only at the bond length considered. `virial_at_equilibrium` replaces both stationarity conditions by local minima and adds E = −T.

The scaling form is put in by definition. It represents kinetic energy and Coulomb interactions for a trial function whose shape depends on z and R only through zR, with clamped nuclei. The existence and differentiability of ζ are assumed. The theorems concern this energy function; no wave function or Hamiltonian is constructed in Lean.

A different model would include linear coefficients c, with t(c, s) and v(c, s). The best c generally depends on z and R separately, so the optimised energy would lose the two-function form used here. If c is also stationary and varies differentiably, its response drops out of dW/dR as that of ζ does, and the same relation follows.

Take a nonrelativistic all-electron Hartree–Fock calculation on a diatomic with clamped nuclei, in a numerical-orbital basis with a single optimised scale factor and stationary coefficients. With the nuclear repulsion included in V, 2T + V equals R times the force −dW/dR along the bond, which gives a consistency check on computed energies and forces. Pseudopotentials do not in general have the scaling form assumed here, so the check does not carry over to them unchanged.

```lean
import Mathlib

noncomputable section

namespace ScaledDiatomicBasis

/-- Kinetic energy `T = z² t(zR)` of a diatomic in a basis scaled by the exponent `z`,
at bond length `R`. -/
def kinetic (t : ℝ → ℝ) (z R : ℝ) : ℝ := z ^ 2 * t (z * R)

/-- Potential energy `V = z v(zR)` in the scaled basis. -/
def potential (v : ℝ → ℝ) (z R : ℝ) : ℝ := z * v (z * R)

/-- Total energy `E(z, R) = T + V` in the scaled basis. -/
def energy (t v : ℝ → ℝ) (z R : ℝ) : ℝ := kinetic t z R + potential v z R

variable {t v : ℝ → ℝ} {z R : ℝ}

/-- Rate of change of the energy when exponent `a` and bond length `b` vary together
differentiably, for `t` and `v` differentiable at the current value of `a b`. -/
theorem hasDerivAt_energy_path {a b : ℝ → ℝ} {a' b' s : ℝ}
    (ha : HasDerivAt a a' s) (hb : HasDerivAt b b' s)
    (ht : DifferentiableAt ℝ t (a s * b s)) (hv : DifferentiableAt ℝ v (a s * b s)) :
    HasDerivAt (fun r => energy t v (a r) (b r))
      (a' * (2 * a s * t (a s * b s) + a s ^ 2 * b s * deriv t (a s * b s)
          + v (a s * b s) + a s * b s * deriv v (a s * b s))
        + b' * (a s ^ 3 * deriv t (a s * b s) + a s ^ 2 * deriv v (a s * b s))) s := by
  have hx : HasDerivAt (fun r => a r * b r) (a' * b s + a s * b') s := ha.fun_mul hb
  have h1 : HasDerivAt (fun r => t (a r * b r))
      (deriv t (a s * b s) * (a' * b s + a s * b')) s := ht.hasDerivAt.comp s hx
  have h2 : HasDerivAt (fun r => v (a r * b r))
      (deriv v (a s * b s) * (a' * b s + a s * b')) s := hv.hasDerivAt.comp s hx
  have hsq : HasDerivAt (fun r => a r ^ 2) (2 * a s * a') s := by
    have h := ha.fun_pow 2
    simpa using h
  -- product rule for the kinetic and the potential part
  have h := (hsq.fun_mul h1).fun_add (ha.fun_mul h2)
  unfold energy kinetic potential
  exact h.congr_deriv (by ring)

/-- Partial derivative of the energy with respect to the exponent at fixed bond length,
for `t` and `v` differentiable at `zR`. -/
theorem hasDerivAt_energy_exponent
    (ht : DifferentiableAt ℝ t (z * R)) (hv : DifferentiableAt ℝ v (z * R)) :
    HasDerivAt (fun x => energy t v x R)
      (2 * z * t (z * R) + z ^ 2 * R * deriv t (z * R)
        + v (z * R) + z * R * deriv v (z * R)) z :=
  (hasDerivAt_energy_path (hasDerivAt_id' z) (hasDerivAt_const z R) ht hv).congr_deriv
    (by ring)

/-- Partial derivative of the energy with respect to the bond length at fixed exponent,
for `t` and `v` differentiable at `zR`. -/
theorem hasDerivAt_energy_bond
    (ht : DifferentiableAt ℝ t (z * R)) (hv : DifferentiableAt ℝ v (z * R)) :
    HasDerivAt (fun y => energy t v z y)
      (z ^ 3 * deriv t (z * R) + z ^ 2 * deriv v (z * R)) R :=
  (hasDerivAt_energy_path (hasDerivAt_const R z) (hasDerivAt_id' R) ht hv).congr_deriv
    (by ring)

/-- Scaling identity `z ∂E/∂z = 2T + V + R ∂E/∂R`, for `t` and `v` differentiable
at `zR`. -/
theorem scaling_identity
    (ht : DifferentiableAt ℝ t (z * R)) (hv : DifferentiableAt ℝ v (z * R)) :
    z * deriv (fun x => energy t v x R) z
      = 2 * kinetic t z R + potential v z R + R * deriv (fun y => energy t v z y) R := by
  rw [(hasDerivAt_energy_exponent ht hv).deriv, (hasDerivAt_energy_bond ht hv).deriv]
  unfold kinetic potential
  ring

/-- For a positive exponent, and `t` and `v` differentiable at `zR`, the energy is stationary
in the exponent if and only if `2T + V + R ∂E/∂R = 0`. -/
theorem exponent_stationary_iff (hz : 0 < z)
    (ht : DifferentiableAt ℝ t (z * R)) (hv : DifferentiableAt ℝ v (z * R)) :
    deriv (fun x => energy t v x R) z = 0 ↔
      2 * kinetic t z R + potential v z R + R * deriv (fun y => energy t v z y) R = 0 := by
  rw [← scaling_identity ht hv, mul_eq_zero]
  exact ⟨Or.inr, fun h => h.resolve_left hz.ne'⟩

/-- If the exponent `ζ` is differentiable at `R` and the energy is stationary in the exponent
there, the total derivative of the energy along `ζ` is the partial derivative `∂E/∂R`,
for `t` and `v` differentiable at `ζ(R) R`. -/
theorem total_derivative_eq_partial {ζ : ℝ → ℝ} (hζ : DifferentiableAt ℝ ζ R)
    (ht : DifferentiableAt ℝ t (ζ R * R)) (hv : DifferentiableAt ℝ v (ζ R * R))
    (hopt : deriv (fun x => energy t v x R) (ζ R) = 0) :
    HasDerivAt (fun r => energy t v (ζ r) r)
      (deriv (fun y => energy t v (ζ R) y) R) R := by
  have h0 := (hasDerivAt_energy_exponent ht hv).deriv.symm.trans hopt
  have h := hasDerivAt_energy_path hζ.hasDerivAt (hasDerivAt_id' R) ht hv
  -- the response of the exponent is multiplied by a vanishing slope
  refine h.congr_deriv ?_
  rw [(hasDerivAt_energy_bond ht hv).deriv]
  linear_combination deriv ζ R * h0

/-- Virial relation `2T + V + R dW/dR = 0` of the scaled model for `W(R) = E(ζ(R), R)`, where `ζ` is
differentiable at `R`, the energy is stationary in the exponent there, and `t` and `v` are
differentiable at `ζ(R) R`. -/
theorem virial_theorem {ζ : ℝ → ℝ} (hζ : DifferentiableAt ℝ ζ R)
    (ht : DifferentiableAt ℝ t (ζ R * R)) (hv : DifferentiableAt ℝ v (ζ R * R))
    (hopt : deriv (fun x => energy t v x R) (ζ R) = 0) :
    2 * kinetic t (ζ R) R + potential v (ζ R) R
      + R * deriv (fun r => energy t v (ζ r) r) R = 0 := by
  rw [(total_derivative_eq_partial hζ ht hv hopt).deriv]
  have h := scaling_identity ht hv
  rw [hopt] at h
  linear_combination -h

/-- If `ζ` is differentiable at `R`, the energy is stationary in the exponent there, and `t` and `v`
are differentiable at `ζ(R) R`, then a bond length `R > 0` is stationary for the energy along `ζ` if
and only if `V = -2T`. -/
theorem bond_stationary_iff {ζ : ℝ → ℝ} (hR : 0 < R) (hζ : DifferentiableAt ℝ ζ R)
    (ht : DifferentiableAt ℝ t (ζ R * R)) (hv : DifferentiableAt ℝ v (ζ R * R))
    (hopt : deriv (fun x => energy t v x R) (ζ R) = 0) :
    deriv (fun r => energy t v (ζ r) r) R = 0 ↔
      potential v (ζ R) R = -2 * kinetic t (ζ R) R := by
  have h := virial_theorem hζ ht hv hopt
  constructor
  · intro h0
    rw [h0] at h
    linarith
  · intro h0
    have h1 : R * deriv (fun r => energy t v (ζ r) r) R = 0 := by linarith
    exact (mul_eq_zero.mp h1).resolve_left hR.ne'

/-- If `ζ(R)` locally minimises the energy in the exponent and `R` locally minimises the energy
along `ζ`, then `V = -2T` and `E = -T`, for `ζ` differentiable at `R` and `t`, `v`
differentiable at `ζ(R) R`. -/
theorem virial_at_equilibrium {ζ : ℝ → ℝ} (hζ : DifferentiableAt ℝ ζ R)
    (ht : DifferentiableAt ℝ t (ζ R * R)) (hv : DifferentiableAt ℝ v (ζ R * R))
    (hexp : IsLocalMin (fun x => energy t v x R) (ζ R))
    (hbond : IsLocalMin (fun r => energy t v (ζ r) r) R) :
    potential v (ζ R) R = -2 * kinetic t (ζ R) R ∧
      energy t v (ζ R) R = -kinetic t (ζ R) R := by
  have h := virial_theorem hζ ht hv hexp.deriv_eq_zero
  rw [hbond.deriv_eq_zero] at h
  unfold energy
  constructor <;> linarith

/-- For `t = 1/2` and `v(s) = 1/s + s - 3`, the exponent `3/(1 + 2R)` is optimal among positive
exponents at each `R > 0`, the bond length `1` is optimal among positive ones along it,
and there `T = 1/2` and `V = -1`. -/
theorem virial_witness :
    let t : ℝ → ℝ := fun _ => 1 / 2
    let v : ℝ → ℝ := fun s => 1 / s + s - 3
    let ζ : ℝ → ℝ := fun R => 3 / (1 + 2 * R)
    (∀ R z : ℝ, 0 < R → 0 < z → energy t v (ζ R) R ≤ energy t v z R) ∧
    (∀ R : ℝ, 0 < R → energy t v (ζ 1) 1 ≤ energy t v (ζ R) R) ∧
    kinetic t (ζ 1) 1 = 1 / 2 ∧ potential v (ζ 1) 1 = -1 := by
  intro t v ζ
  -- complete the square in the exponent, then in the bond length
  have key : ∀ R z : ℝ, 0 < R → 0 < z → energy t v z R
      = (1 / 2 + R) * (z - ζ R) ^ 2 + (R - 1) ^ 2 / (R * (1 + 2 * R)) - 1 / 2 := by
    intro R z hR hz
    have h1 : (1 + 2 * R) ≠ 0 := by positivity
    simp only [energy, kinetic, potential, t, v, ζ]
    field_simp
    ring
  have hpos : ∀ R : ℝ, 0 < R → 0 < ζ R := by
    intro R hR
    simp only [ζ]
    positivity
  refine ⟨?_, ?_, ?_, ?_⟩
  · intro R z hR hz
    rw [key R (ζ R) hR (hpos R hR), key R z hR hz, sub_self]
    have h : 0 ≤ (1 / 2 + R) * (z - ζ R) ^ 2 := by positivity
    linarith
  · intro R hR
    rw [key 1 (ζ 1) one_pos (hpos 1 one_pos), key R (ζ R) hR (hpos R hR),
      sub_self, sub_self, sub_self]
    have h : 0 ≤ (R - 1) ^ 2 / (R * (1 + 2 * R)) := by positivity
    norm_num
    exact h
  · norm_num [kinetic, t, ζ]
  · norm_num [potential, v, ζ]

end ScaledDiatomicBasis
```

```lean
#print axioms ScaledDiatomicBasis.exponent_stationary_iff
#print axioms ScaledDiatomicBasis.bond_stationary_iff
#print axioms ScaledDiatomicBasis.virial_at_equilibrium
```

```
'ScaledDiatomicBasis.exponent_stationary_iff' depends on axioms: [propext, Classical.choice, Quot.sound]
'ScaledDiatomicBasis.bond_stationary_iff' depends on axioms: [propext, Classical.choice, Quot.sound]
'ScaledDiatomicBasis.virial_at_equilibrium' depends on axioms: [propext, Classical.choice, Quot.sound]
```

### From the chain rule to the equilibrium relation

`hasDerivAt_energy_path` does the calculus once, for an exponent and a bond length that both vary along a path. It applies the chain rule to `t` and `v` and the product rule to the two energy terms; `ring` then collects the result. Holding one variable constant gives the partial derivatives, `hasDerivAt_energy_exponent` and `hasDerivAt_energy_bond`.

`scaling_identity` inserts these two formulas and compares both sides by algebra. `exponent_stationary_iff` then cancels the nonzero factor z.

In `total_derivative_eq_partial` the path is (ζ(R), R). The step `linear_combination deriv ζ R * h0` removes ζ′(R) ∂E/∂z, because `h0` says that the slope in the exponent is zero. `virial_theorem` combines this with the scaling identity, and `bond_stationary_iff` cancels R. For `virial_at_equilibrium`, the derivative vanishes at each local minimum, and linear arithmetic finishes.

`virial_witness` treats the toy potential directly. Its step `key` is the completed-square formula above. Nonnegativity of the squares shows that ζ(R) is best among positive exponents at each R > 0, and that R = 1 is best among positive bond lengths along ζ.
